# For a quadratic boson Hamiltonian, the ring coupled-cluster series stops at the double commutator

A ring coupled-cluster calculation in the boson model of the random-phase approximation solves $B+At+tA+tBt=0$ for the amplitude matrix $t$, given real symmetric matrices $A$ and $B$, and then evaluates the correlation energy as $\tfrac12\mathrm{Tr}(Bt)$. Up to a factor of one half in the first, both expressions are coefficients of one transformed Hamiltonian, which the following Lean file computes from the commutation relations.

```lean
import Mathlib

open Matrix

namespace RingCoupledCluster

noncomputable section

/-- The commutator `[x, y] = x y - y x` of two operators. -/
def comm {R : Type*} [Ring R] (x y : R) : R := x * y - y * x

variable {n R : Type*} [Fintype n] [Ring R] [Algebra ℝ R]

/-- The quadratic operator `∑ M_ij x_i y_j`. -/
def quad (M : Matrix n n ℝ) (x y : n → R) : R := ∑ i, ∑ j, M i j • (x i * y j)

/-- The Hamiltonian `∑ A_ij c_i b_j + (1/2) ∑ B_ij (c_i c_j + b_i b_j)`. -/
def hamiltonian (A B : Matrix n n ℝ) (b c : n → R) : R :=
  quad A c b + (1 / 2 : ℝ) • (quad B c c + quad B b b)

/-- The cluster operator `T = (1/2) ∑ t_ij c_i c_j`. -/
def cluster (t : Matrix n n ℝ) (c : n → R) : R := (1 / 2 : ℝ) • quad t c c

/-- The combination `∑_j t_ij c_j` of raising operators. -/
def rotated (t : Matrix n n ℝ) (c : n → R) (i : n) : R := ∑ j, t i j • c j

/-- The commutator with a fixed operator acts on a quadratic operator by the product rule. -/
theorem comm_quad (M : Matrix n n ℝ) {x y x' y' : n → R} {T : R}
    (hx : ∀ i, comm (x i) T = x' i) (hy : ∀ i, comm (y i) T = y' i) :
    comm (quad M x y) T = quad M x' y + quad M x y' := by
  simp only [quad, comm, Finset.sum_mul, Finset.mul_sum, ← Finset.sum_sub_distrib,
    ← Finset.sum_add_distrib]
  refine Finset.sum_congr rfl fun i _ => Finset.sum_congr rfl fun j _ => ?_
  rw [← hx i, ← hy j, smul_mul_assoc, mul_smul_comm, ← smul_sub, ← smul_add]
  congr 1
  unfold comm
  noncomm_ring

/-- For symmetric `t`, amplitudes attached to the right or left operator of a quadratic
operator are absorbed into its coefficient matrix. -/
theorem quad_rotated (M : Matrix n n ℝ) {t : Matrix n n ℝ} (ht : t.IsSymm) (x c : n → R) :
    quad M x (rotated t c) = quad (M * t) x c ∧
      quad M (rotated t c) x = quad (t * M) c x := by
  constructor
  · simp only [quad, rotated, Finset.mul_sum, Matrix.mul_apply, Finset.sum_smul,
      Finset.smul_sum, mul_smul_comm, smul_smul]
    exact Finset.sum_congr rfl fun i _ => Finset.sum_comm
  · simp only [quad, rotated, Finset.sum_mul, Matrix.mul_apply, Finset.sum_smul,
      Finset.smul_sum, smul_mul_assoc, smul_smul]
    rw [Finset.sum_comm]
    conv_rhs => rw [Finset.sum_comm]
    refine Finset.sum_congr rfl fun j _ => ?_
    rw [Finset.sum_comm]
    refine Finset.sum_congr rfl fun k _ => Finset.sum_congr rfl fun i _ => ?_
    rw [ht.apply k i, mul_comm (M i j)]

variable [DecidableEq n]

/-- Ladder relations: the raising operators `c_i` commute with each other, and
`[b_i, c_j] = δ_ij`. -/
structure Ladder (b c : n → R) : Prop where
  cc : ∀ i j, c i * c j = c j * c i
  bc : ∀ i j, comm (b i) (c j) = if i = j then 1 else 0

variable {b c : n → R} {A B t : Matrix n n ℝ}

/-- Under the ladder relations, each raising operator `c_i` commutes with the cluster operator. -/
theorem comm_raising (h : Ladder b c) (t : Matrix n n ℝ) (i : n) :
    comm (c i) (cluster t c) = 0 := by
  have hc : ∀ i j, Commute (c i) (c j) := h.cc
  have hT : Commute (c i) (cluster t c) := by
    unfold cluster quad
    exact (Commute.sum_right _ _ _ fun j _ => Commute.sum_right _ _ _ fun k _ =>
      ((hc i j).mul_right (hc i k)).smul_right _).smul_right _
  exact sub_eq_zero.mpr hT.eq

/-- Under the ladder relations and for symmetric amplitudes, `[b_i, T] = ∑_j t_ij c_j`. -/
theorem comm_lowering (h : Ladder b c) (ht : t.IsSymm) (i : n) :
    comm (b i) (cluster t c) = rotated t c i := by
  -- the lowering operator contracts with either raising operator
  have key : ∀ j k, b i * (c j * c k) - c j * c k * b i =
      (if i = j then c k else 0) + (if i = k then c j else 0) := fun j k => by
    calc b i * (c j * c k) - c j * c k * b i
        = comm (b i) (c j) * c k + c j * comm (b i) (c k) := by
          unfold comm
          noncomm_ring
      _ = _ := by
          rw [h.bc, h.bc]
          split_ifs <;> simp
  have hq : b i * quad t c c - quad t c c * b i = ∑ j, ∑ k, t j k •
      ((if i = j then c k else 0) + (if i = k then c j else 0)) := by
    simp only [quad, Finset.mul_sum, Finset.sum_mul, ← Finset.sum_sub_distrib,
      mul_smul_comm, smul_mul_assoc, ← smul_sub, key]
  have e1 : ∑ j, ∑ k, t j k • (if i = j then c k else 0) = rotated t c i := by
    rw [Finset.sum_comm]
    simp [rotated]
  have e2 : ∑ j, ∑ k, t j k • (if i = k then c j else 0) = rotated t c i := by
    simp only [smul_ite, smul_zero, Finset.sum_ite_eq, Finset.mem_univ, if_true, rotated]
    exact Finset.sum_congr rfl fun j _ => by rw [ht.apply i j]
  unfold comm cluster
  rw [mul_smul_comm, smul_mul_assoc, ← smul_sub, hq]
  simp only [smul_add, Finset.sum_add_distrib]
  rw [e1, e2]
  module

/-- Normal ordering under the ladder relations: `∑ M_ij b_i c_j = ∑ M_ij c_j b_i + Tr M`. -/
theorem normal_order (h : Ladder b c) (M : Matrix n n ℝ) :
    quad M b c = quad Mᵀ c b + M.trace • (1 : R) := by
  have hbc : ∀ i j, b i * c j = c j * b i + if i = j then 1 else 0 := fun i j => by
    rw [← h.bc i j]
    unfold comm
    abel
  simp only [quad, hbc, smul_add, Finset.sum_add_distrib]
  congr 1
  · rw [Finset.sum_comm]
    rfl
  · simp [Matrix.trace, Finset.sum_smul]

/-- Under the ladder relations and for symmetric `B` and `t`,
`[H, T] = Tr(Bt)/2 + ∑ (At)_ij c_i c_j + ∑ (tB)_ij c_i b_j`. -/
theorem single_commutator (h : Ladder b c) (hB : B.IsSymm) (ht : t.IsSymm) :
    comm (hamiltonian A B b c) (cluster t c) =
      ((B * t).trace / 2) • (1 : R) + quad (A * t) c c + quad (t * B) c b := by
  have hR := comm_raising h t
  have hL := comm_lowering h ht
  have z1 : ∀ (M : Matrix n n ℝ) (y : n → R), quad M (fun _ => 0) y = 0 := by simp [quad]
  have z2 : ∀ (M : Matrix n n ℝ) (y : n → R), quad M y (fun _ => 0) = 0 := by simp [quad]
  have split : comm (hamiltonian A B b c) (cluster t c) =
      comm (quad A c b) (cluster t c) + (1 / 2 : ℝ) •
        (comm (quad B c c) (cluster t c) + comm (quad B b b) (cluster t c)) := by
    simp only [hamiltonian, comm, add_mul, mul_add, smul_mul_assoc, mul_smul_comm]
    module
  rw [split, comm_quad A (x' := fun _ => 0) (y' := rotated t c) hR hL,
    comm_quad B (x' := fun _ => 0) (y' := fun _ => 0) hR hR,
    comm_quad B (x' := rotated t c) (y' := rotated t c) hL hL,
    z1, z1, z2, (quad_rotated A ht c c).1, (quad_rotated B ht b c).1,
    (quad_rotated B ht b c).2, normal_order h, Matrix.transpose_mul, ht.eq, hB.eq]
  module

/-- Under the ladder relations and for symmetric `B` and `t`, `[[H, T], T] = ∑ (tBt)_ij c_i c_j`. -/
theorem double_commutator (h : Ladder b c) (hB : B.IsSymm) (ht : t.IsSymm) :
    comm (comm (hamiltonian A B b c) (cluster t c)) (cluster t c) =
      quad (t * B * t) c c := by
  have hR := comm_raising h t
  have split : ∀ (s : ℝ) (P Q T : R),
      comm (s • (1 : R) + P + Q) T = comm P T + comm Q T := fun s P Q T => by
    simp only [comm, add_mul, mul_add, smul_mul_assoc, mul_smul_comm, one_mul, mul_one]
    abel
  rw [single_commutator h hB ht, split,
    comm_quad (A * t) (x' := fun _ => 0) (y' := fun _ => 0) hR hR,
    comm_quad (t * B) (x' := fun _ => 0) (y' := rotated t c) hR (comm_lowering h ht),
    (quad_rotated (t * B) ht c c).1]
  simp [quad]

/-- Under the ladder relations and for symmetric `A`, `B`, `t`, the triple commutator of `H` with
`T` vanishes, and `H + [H,T] + [[H,T],T]/2` is the constant `Tr(Bt)/2` plus normal-ordered quadratic
terms, with `(B + At + tA + tBt)/2` as the coefficient matrix of the double excitations. -/
theorem effective_hamiltonian (h : Ladder b c) (hA : A.IsSymm) (hB : B.IsSymm)
    (ht : t.IsSymm) :
    let H := hamiltonian A B b c
    let T := cluster t c
    comm (comm (comm H T) T) T = 0 ∧
      H + comm H T + (1 / 2 : ℝ) • comm (comm H T) T =
        ((B * t).trace / 2) • (1 : R)
          + (1 / 2 : ℝ) • quad (B + A * t + t * A + t * B * t) c c
          + quad (A + t * B) c b + (1 / 2 : ℝ) • quad B b b := by
  intro H T
  have hR := comm_raising h t
  constructor
  · rw [double_commutator h hB ht,
      comm_quad (t * B * t) (x' := fun _ => 0) (y' := fun _ => 0) hR hR]
    simp [quad]
  · have hadd : ∀ (M N : Matrix n n ℝ) (x y : n → R),
        quad (M + N) x y = quad M x y + quad N x y := fun M N x y => by
      simp only [quad, Matrix.add_apply, add_smul, Finset.sum_add_distrib]
    -- commuting raising operators see only the symmetric part of `At`
    have hs : quad (t * A) c c = quad (A * t) c c := by
      have hT : t * A = (A * t)ᵀ := by rw [Matrix.transpose_mul, hA.eq, ht.eq]
      rw [hT]
      unfold quad
      rw [Finset.sum_comm]
      refine Finset.sum_congr rfl fun i _ => Finset.sum_congr rfl fun j _ => ?_
      rw [Matrix.transpose_apply, h.cc j i]
    rw [double_commutator h hB ht, single_commutator h hB ht]
    simp only [H, hamiltonian, hadd, hs]
    module

/-- Under the ladder relations and for symmetric `A`, `B`, `t`, the terms of order `m + 2` in `T` of
`H exp(T) = exp(T) (H + [H,T] + [[H,T],T]/2)` agree. -/
theorem exponential_order_by_order (h : Ladder b c) (hA : A.IsSymm) (hB : B.IsSymm)
    (ht : t.IsSymm) (m : ℕ) :
    let H := hamiltonian A B b c
    let T := cluster t c
    (1 / ((m + 2).factorial : ℝ)) • (H * T ^ (m + 2)) =
      (1 / ((m + 2).factorial : ℝ)) • (T ^ (m + 2) * H)
        + (1 / ((m + 1).factorial : ℝ)) • (T ^ (m + 1) * comm H T)
        + (1 / (m.factorial : ℝ)) • (T ^ m * ((1 / 2 : ℝ) • comm (comm H T) T)) := by
  intro H T
  -- moving `H` through a power of `T` produces at most two commutators
  have key : ∀ H T K L : R, H * T = T * H + K → K * T = T * K + L → L * T = T * L →
      ∀ m : ℕ, H * (T ^ m * (T * T)) = T ^ m * (T * T * H)
        + ((m : ℝ) + 2) • (T ^ m * (T * K))
        + (((m : ℝ) + 2) * ((m : ℝ) + 1) / 2) • (T ^ m * L) := by
    intro H T K L hH hK hL m
    induction m with
    | zero =>
      simp only [pow_zero, one_mul, Nat.cast_zero]
      rw [← mul_assoc, hH]
      simp only [add_mul, mul_assoc, hH, hK, mul_add]
      module
    | succ m ih =>
      have e : H * (T ^ (m + 1) * (T * T)) = H * (T ^ m * (T * T)) * T := by
        rw [pow_succ]
        simp only [mul_assoc]
      rw [e, ih, pow_succ]
      simp only [add_mul, smul_mul_assoc, mul_assoc, hH, hK, hL, mul_add]
      push_cast
      module
  have h3 : comm (comm (comm H T) T) T = 0 := (effective_hamiltonian h hA hB ht).1
  have hk := key H T (comm H T) (comm (comm H T) T)
    (by simp only [comm]; abel) (by simp only [comm]; abel) (sub_eq_zero.mp h3) m
  have p2 : T ^ (m + 2) = T ^ m * (T * T) := by rw [pow_add, pow_two]
  have f1 : ((m + 1).factorial : ℝ) = ((m : ℝ) + 1) * (m.factorial : ℝ) := by
    rw [Nat.factorial_succ]
    push_cast
    ring
  have f2 : ((m + 2).factorial : ℝ) = ((m : ℝ) + 2) * ((m + 1).factorial : ℝ) := by
    rw [Nat.factorial_succ (m + 1)]
    push_cast
    ring
  have n0 : (m.factorial : ℝ) ≠ 0 := by positivity
  have n1 : (m : ℝ) + 1 ≠ 0 := by positivity
  have n2 : (m : ℝ) + 2 ≠ 0 := by positivity
  have c1 : 1 / ((m + 2).factorial : ℝ) * ((m : ℝ) + 2) =
      1 / ((m + 1).factorial : ℝ) := by
    rw [f2, f1]
    field_simp
  have c2 : 1 / ((m + 2).factorial : ℝ) * (((m : ℝ) + 2) * ((m : ℝ) + 1) / 2) =
      1 / (m.factorial : ℝ) * (1 / 2) := by
    rw [f2, f1]
    field_simp
  rw [p2, hk, smul_add, smul_add, smul_smul, smul_smul, c1, c2, pow_succ,
    mul_smul_comm, smul_smul]
  simp only [mul_assoc]

omit [Fintype n] in
/-- Partial differentiation and multiplication by the variables, acting on real polynomials,
satisfy the ladder relations. -/
theorem ladder_witness :
    Ladder (R := Module.End ℝ (MvPolynomial n ℝ))
      (fun i => (MvPolynomial.pderiv (R := ℝ) i).toLinearMap)
      (fun i => LinearMap.mulLeft ℝ (MvPolynomial.X i)) where
  cc i j := LinearMap.ext fun p => by
    change MvPolynomial.X i * (MvPolynomial.X j * p) =
      MvPolynomial.X j * (MvPolynomial.X i * p)
    ring
  bc i j := LinearMap.ext fun p => by
    change MvPolynomial.pderiv i (MvPolynomial.X j * p) -
      MvPolynomial.X j * MvPolynomial.pderiv i p =
        (if i = j then (1 : Module.End ℝ (MvPolynomial n ℝ)) else 0) p
    rw [Derivation.leibniz]
    by_cases hij : i = j
    · subst hij
      simp
    · simp [hij, MvPolynomial.pderiv_X_of_ne (Ne.symm hij)]

end

end RingCoupledCluster
```

```lean
#print axioms RingCoupledCluster.effective_hamiltonian
#print axioms RingCoupledCluster.exponential_order_by_order
```

```
'RingCoupledCluster.effective_hamiltonian' depends on axioms: [propext, Classical.choice, Quot.sound]
'RingCoupledCluster.exponential_order_by_order' depends on axioms: [propext, Classical.choice, Quot.sound]
```

## The transformed Hamiltonian

Let $b_i$ be lowering operators and $c_i$ raising operators, with $i$ running over a finite set, and write $[x,y]=xy-yx$. The Hamiltonian and the cluster operator are

$$H=\sum_{ij}A_{ij}c_ib_j+\tfrac12\sum_{ij}B_{ij}(c_ic_j+b_ib_j),\qquad T=\tfrac12\sum_{ij}t_{ij}c_ic_j .$$

For real symmetric $A$, $B$ and $t$, `effective_hamiltonian` states that $[[[H,T],T],T]=0$ and that

$$H+[H,T]+\tfrac12[[H,T],T]=\tfrac12\mathrm{Tr}(Bt)+\tfrac12\sum_{ij}(B+At+tA+tBt)_{ij}c_ic_j+\sum_{ij}(A+tB)_{ij}c_ib_j+\tfrac12\sum_{ij}B_{ij}b_ib_j .$$

The left side is the transformed Hamiltonian: formally, it is the whole commutator series of $e^{-T}He^{T}$, since all later terms vanish. The amplitudes need not solve any equation here: the identity holds for every symmetric $t$.

In Lean, `quad M x y` is $\sum_{ij} M_{ij}x_iy_j$, and `hamiltonian` and `cluster` are built from it. The operators are elements of an associative real algebra `R`, and a number such as the trace enters as a multiple of `1 : R`. The structure `Ladder` holds the only relations used: $c_ic_j=c_jc_i$ and $[b_i,c_j]=\delta_{ij}$. Neither commutation of the $b_i$ among themselves nor $c_i=b_i^\dagger$ is required.

## Particle-hole pairs as bosons

Each index $i$ stands for a particle-hole excitation, which $c_i$ creates and $b_i$ removes. The matrix $A$ holds the energies of these excitations and the coupling that turns one into another, while $B$ holds the coupling that creates or removes two at once. The relation $[b_i,c_j]=\delta_{ij}$ is postulated: it treats these pairs as independent bosons and so neglects the Pauli exclusion between pairs that share an orbital. The file does not derive this approximation from fermions.

Suppose there is also a reference state with $b_i|0\rangle=0$ for all $i$. The transformed Hamiltonian then sends $|0\rangle$ to $\tfrac12\mathrm{Tr}(Bt)|0\rangle$ plus double excitations, and the latter vanish when $B+At+tA+tBt=0$. This is the origin of the energy and amplitude equations within the quadratic boson model; whether a suitable $t$ exists is a separate question, which the theorems leave open.

The relations do have a concrete realisation. In `ladder_witness`, $b_i$ is partial differentiation and $c_i$ is multiplication by the $i$-th variable, both acting on real polynomials. Truncated oscillator matrices do not qualify once there is at least one mode, since a commutator of finite matrices has trace zero and a nonzero identity matrix does not.

## Commutators with the cluster operator

The product rule $[xy,T]=[x,T]y+x[y,T]$ reduces everything to the commutators of single operators. `comm_quad` applies it under the double sum, with `noncomm_ring` checking each term.

Raising operators commute, so $[c_i,T]=0$; this is `comm_raising`. For a lowering operator,

$$[b_i,c_jc_k]=\delta_{ij}c_k+\delta_{ik}c_j,$$

and therefore

$$[b_i,T]=\tfrac12\sum_k t_{ik}c_k+\tfrac12\sum_j t_{ji}c_j=\sum_j t_{ij}c_j=:d_i .$$

The last step uses $t_{ji}=t_{ij}$. In `comm_lowering`, `key` is the contraction formula, `e1` and `e2` evaluate the two sums, and `module` adds the halves. The operator $d_i$ is `rotated t c i`.

Now take the terms of $H$ in turn. The $A$ term gives

$$\sum_{ij}A_{ij}c_id_j=\sum_{ij}(At)_{ij}c_ic_j,$$

and the $cc$ term gives zero. The $bb$ term gives $\tfrac12\sum_{ij} B_{ij}(d_ib_j+b_id_j)$, whose two parts are

$$\sum_{ij}B_{ij}d_ib_j=\sum_{ij}(tB)_{ij}c_ib_j,$$

$$\sum_{ij}B_{ij}b_id_j=\sum_{ij}(Bt)_{ij}b_ic_j=\sum_{ij}(tB)_{ij}c_ib_j+\mathrm{Tr}(Bt).$$

The last equality moves $b_i$ to the right of $c_j$ with $b_ic_j=c_jb_i+\delta_{ij}$ and uses $(Bt)^{\mathsf T}=tB$. Altogether,

$$[H,T]=\tfrac12\mathrm{Tr}(Bt)+\sum_{ij}(At)_{ij}c_ic_j+\sum_{ij}(tB)_{ij}c_ib_j .$$

`quad_rotated` absorbs $t$ into the coefficient matrices, `normal_order` produces the trace, and `single_commutator` combines them.

Only the $cb$ term can fail to commute with $T$, so

$$[[H,T],T]=\sum_{ij}(tB)_{ij}c_id_j=\sum_{ij}(tBt)_{ij}c_ic_j .$$

This is `double_commutator`. The result contains only raising operators, so the next commutator vanishes.

## Collecting and symmetrising the coefficients

In the sum $H+[H,T]+\tfrac12[[H,T],T]$, the $cb$ coefficients add to $A+tB$, while the $bb$ term is unchanged. The $cc$ coefficients add to $\tfrac12B+At+\tfrac12tBt$. Because the $c_i$ commute and $(At)^{\mathsf T}=tA$,

$$\sum_{ij}(At)_{ij}c_ic_j=\tfrac12\sum_{ij}(At+tA)_{ij}c_ic_j,$$

which gives the stated form. In the proof, `hs` supplies this symmetrisation and `module` collects the scalar coefficients.

With more than one mode, skipping that step can make the amplitude equation too restrictive. The operator with coefficient matrix $B+2At+tBt$ is the same, but setting this unsymmetrised matrix to zero would force $At$ to be symmetric, and hence $A$ and $t$ to commute. Only the symmetric part of the coefficient matrix should be set to zero.

The same argument covers different symmetric matrices for the two pair terms, say $B$ with $c_ic_j$ and $B'$ with $b_ib_j$. The constant becomes $\tfrac12\mathrm{Tr}(B't)$, the $cc$ matrix $B+At+tA+tB't$ and the $cb$ matrix $A+tB'$. The energy and the quadratic term in the amplitudes thus come from the de-excitation part of $H$.

## The exponential, order by order

Write $K=[H,T]$ and $L=[[H,T],T]$. Then $HT=TH+K$, $KT=TK+L$ and $LT=TL$. For $N\ge2$, induction gives

$$HT^N=T^NH+N\,T^{N-1}K+\tfrac{N(N-1)}2\,T^{N-2}L .$$

Multiplying on the right by $T$ raises the coefficient of $K$ to $N+1$ and that of $L$ to $N+\tfrac{N(N-1)}2=\tfrac{(N+1)N}2$, as required. Division by $N!$ yields

$$\frac{HT^N}{N!}=\frac{T^NH}{N!}+\frac{T^{N-1}K}{(N-1)!}+\frac{T^{N-2}}{(N-2)!}\,\frac L2 .$$

These are the terms of order $N$ in $He^T=e^T\bigl(H+K+\tfrac12L\bigr)$. The theorem `exponential_order_by_order` states this with $N=m+2$; orders zero and one are $H=H$ and $HT=TH+K$. Its `key` is the induction, and `c1` and `c2` handle the factorials.

No infinite sum is formed, so no convergence is needed even though bosonic operators are unbounded. For the same reason, the theorem does not establish that $e^T$ exists as an operator or that $e^T|0\rangle$ is normalisable.
